# Tangent vectors at an idempotent real density matrix are the velocities of projector curves

The lemma concerns a one-particle density matrix `P` of projector type: a finite, real, symmetric matrix with P² = P. It states that a matrix X is symmetric and satisfies PX + XP = X exactly when X is the velocity at time zero of a curve of such projectors that passes through `P` at that time. The curve need only be differentiable at time zero, and no Hamiltonian or equation of motion is involved. To build a curve from X, the attempt rotates `P` by the orthogonal matrices exp(tK), with the antisymmetric generator K = XP − PX, and computes the derivative at zero. For the converse it uses `velocity_mem`, which differentiates the symmetry and idempotency conditions.

The failing Lean file:

```lean
import Mathlib

open Matrix
open scoped Matrix.Norms.Operator

namespace MemTangentSpaceIffVelocity

noncomputable section

variable {n o v : Type*} [Fintype n] [DecidableEq n] [Fintype o] [DecidableEq o]
  [Fintype v] [DecidableEq v]

/-- A real one-particle density matrix of projector type: symmetric and idempotent. -/
def IsProjector (P : Matrix n n ℝ) : Prop := Pᵀ = P ∧ P * P = P

/-- The space of real symmetric matrices `X` with `P X + X P = X`. -/
def tangentSpace (P : Matrix n n ℝ) : Submodule ℝ (Matrix n n ℝ) where
  carrier := {X | Xᵀ = X ∧ P * X + X * P = X}
  zero_mem' := by simp
  add_mem' := by
    rintro X Y ⟨hX, hX'⟩ ⟨hY, hY'⟩
    refine ⟨by rw [transpose_add, hX, hY], ?_⟩
    calc P * (X + Y) + (X + Y) * P = (P * X + X * P) + (P * Y + Y * P) := by noncomm_ring
      _ = X + Y := by rw [hX', hY']
  smul_mem' := by
    rintro c X ⟨hX, hX'⟩
    exact ⟨by rw [transpose_smul, hX],
      by rw [Matrix.mul_smul, Matrix.smul_mul, ← smul_add, hX']⟩

/-- Conjugation by an orthogonal matrix respects products. -/
theorem conj_mul {U : Matrix n n ℝ} (hU : Uᵀ * U = 1) (A B : Matrix n n ℝ) :
    (U * A * Uᵀ) * (U * B * Uᵀ) = U * (A * B) * Uᵀ := by
  calc (U * A * Uᵀ) * (U * B * Uᵀ) = U * A * (Uᵀ * U) * B * Uᵀ := by simp only [mul_assoc]
    _ = U * (A * B) * Uᵀ := by rw [hU, mul_one, mul_assoc U A B]

/-- The velocity at time zero of a differentiable curve of projectors lies in the tangent space at
the curve's point at time zero. -/
theorem velocity_mem {γ : ℝ → Matrix n n ℝ} {X : Matrix n n ℝ}
    (hγ : ∀ t, IsProjector (γ t)) (h : HasDerivAt γ X 0) : X ∈ tangentSpace (γ 0) := by
  let L : Matrix n n ℝ →ₗ[ℝ] Matrix n n ℝ :=
    { toFun := fun A => Aᵀ
      map_add' := fun A B => transpose_add A B
      map_smul' := fun c A => transpose_smul c A }
  -- differentiate γᵀ = γ and γ γ = γ
  have h1 : HasDerivAt (fun t => (γ t)ᵀ) Xᵀ 0 :=
    (LinearMap.toContinuousLinearMap L).hasFDerivAt.comp_hasDerivAt 0 h
  have h2 : HasDerivAt (fun t => γ t * γ t) (X * γ 0 + γ 0 * X) 0 := h.fun_mul h
  rw [show (fun t => (γ t)ᵀ) = γ from funext fun t => (hγ t).1] at h1
  rw [show (fun t => γ t * γ t) = γ from funext fun t => (hγ t).2] at h2
  exact ⟨h1.unique h, by rw [add_comm]; exact h2.unique h⟩

/-- At a projector `P`, the symmetric solutions of `P X + X P = X` are exactly the
velocities at time zero of curves of projectors that pass through `P` at that time. -/
theorem mem_tangentSpace_iff_velocity {P : Matrix n n ℝ} (hP : IsProjector P)
    (X : Matrix n n ℝ) :
    X ∈ tangentSpace P ↔
      ∃ γ : ℝ → Matrix n n ℝ, (∀ t, IsProjector (γ t)) ∧ γ 0 = P ∧ HasDerivAt γ X 0 := by
  constructor
  · rintro ⟨hs, hX⟩
    -- the antisymmetric generator of the orbital rotation
    obtain ⟨K, hKdef⟩ : ∃ K, K = X * P - P * X := ⟨_, rfl⟩
    have hK : Kᵀ = -K := by
      rw [hKdef, transpose_sub, transpose_mul, transpose_mul, hP.1, hs, neg_sub]
    have hT (t : ℝ) : (NormedSpace.exp (t • K))ᵀ = NormedSpace.exp (t • (-K)) := by
      rw [← Matrix.exp_transpose, transpose_smul, hK]
    have hU (t : ℝ) : (NormedSpace.exp (t • K))ᵀ * NormedSpace.exp (t • K) = 1 := by
      have hc : Commute (t • (-K)) (t • K) :=
        ((Commute.refl K).neg_left.smul_left t).smul_right t
      rw [hT, ← Matrix.exp_add_of_commute _ _ hc, ← smul_add, neg_add_cancel, smul_zero,
        NormedSpace.exp_zero]
    refine ⟨fun t => NormedSpace.exp (t • K) * P * (NormedSpace.exp (t • K))ᵀ,
      fun t => ⟨?_, ?_⟩, ?_, ?_⟩
    · rw [transpose_mul, transpose_mul, transpose_transpose, hP.1, mul_assoc]
    · rw [conj_mul (hU t), hP.2]
    · simp [NormedSpace.exp_zero]
    · have hd (A : Matrix n n ℝ) :
          HasDerivAt (fun t : ℝ => NormedSpace.exp (t • A)) A 0 := by
        simpa only [zero_smul, NormedSpace.exp_zero, one_mul] using
          hasDerivAt_exp_smul_const A (0 : ℝ)
      simp only [hT]
      refine (((hd K).mul_const P).fun_mul (hd (-K))).congr_deriv ?_
      -- the block P X P vanishes, so the velocity K P - P K is X
      have h0 : P * X * P = 0 := by
        have h := congrArg (fun Y => P * Y) hX
        simp only [mul_add, ← mul_assoc, hP.2] at h
        simpa using h
      simp only [zero_smul, NormedSpace.exp_zero, hKdef]
      calc _ = X * (P * P) + (P * P) * X - P * X * P - P * X * P := by noncomm_ring
        _ = X := by rw [hP.2, h0, sub_zero, sub_zero, add_comm, hX]
  · rintro ⟨γ, hγ, h0, h⟩
    rw [← h0]
    exact velocity_mem hγ h

end

end MemTangentSpaceIffVelocity
```

The error:

```
Main.lean:73:67: error: Tactic `rewrite` failed: Did not find an occurrence of the pattern
  ?a * ?b * ?c
in the target expression
  NormedSpace.exp (t • K) * (P * (NormedSpace.exp (t • K))ᵀ) =
    (fun t => NormedSpace.exp (t • K) * P * (NormedSpace.exp (t • K))ᵀ) t

case mp.refine_1
n : Type u_1
inst✝¹ : Fintype n
inst✝ : DecidableEq n
P : Matrix n n ℝ
hP : IsProjector P
X : Matrix n n ℝ
hs : Xᵀ = X
hX : P * X + X * P = X
K : Matrix n n ℝ
hKdef : K = X * P - P * X
hK : Kᵀ = -K
hT : ∀ (t : ℝ), (NormedSpace.exp (t • K))ᵀ = NormedSpace.exp (t • -K)
hU : ∀ (t : ℝ), (NormedSpace.exp (t • K))ᵀ * NormedSpace.exp (t • K) = 1
t : ℝ
⊢ NormedSpace.exp (t • K) * (P * (NormedSpace.exp (t • K))ᵀ) =
    (fun t => NormedSpace.exp (t • K) * P * (NormedSpace.exp (t • K))ᵀ) t
Main.lean:78:8: error: Type mismatch: After simplification, term
  hasDerivAt_exp_smul_const A 0
 has type
  @HasDerivAt ℝ DenselyNormedField.toNontriviallyNormedField (Matrix n n ℝ) Matrix.linftyOpNormedRing.toAddCommGroup
    (NormedAlgebra.toNormedSpace (Matrix n n ℝ)).toModule PseudoMetricSpace.toUniformSpace.toTopologicalSpace ⋯
    (fun u => NormedSpace.exp (u • A)) A 0
but is expected to have type
  @HasDerivAt ℝ DenselyNormedField.toNontriviallyNormedField (Matrix n n ℝ) addCommGroup module
    instTopologicalSpaceMatrix ⋯ (fun t => NormedSpace.exp (t • A)) A 0
```

The first error arises in proving the rotated matrix symmetric. After the transpose rewrites, the left side is bracketed to the right, so `mul_assoc` finds no product of the form `?a * ?b * ?c` there. The right side has one, but inside the body of a `fun t` that is applied to `t` and not yet reduced. There the product contains the bound variable, and `rw` cannot rewrite it. The repair drops that rewrite and supplies `(mul_assoc _ _ _).symm`, which has the needed direction; `exact` reduces the function application when it compares the two statements.

The second error concerns the derivative of the exponential. The simplified term and the goal have the same function, derivative and point, but different instance terms: one takes the additive, module and topological structure from the matrix norm, the other from the instances on matrices directly. These agree by definition, but only after more unfolding than the final comparison in `simpa` performs. The repair simplifies the fact as `h` with the same lemmas, then closes the goal with `exact h`, whose check unfolds the instances far enough to identify them.

The change, after which it compiles:

```diff
@@ -71,11 +71,13 @@
     refine ⟨fun t => NormedSpace.exp (t • K) * P * (NormedSpace.exp (t • K))ᵀ,
       fun t => ⟨?_, ?_⟩, ?_, ?_⟩
-    · rw [transpose_mul, transpose_mul, transpose_transpose, hP.1, mul_assoc]
+    · rw [transpose_mul, transpose_mul, transpose_transpose, hP.1]
+      exact (mul_assoc _ _ _).symm
     · rw [conj_mul (hU t), hP.2]
     · simp [NormedSpace.exp_zero]
     · have hd (A : Matrix n n ℝ) :
           HasDerivAt (fun t : ℝ => NormedSpace.exp (t • A)) A 0 := by
-        simpa only [zero_smul, NormedSpace.exp_zero, one_mul] using
-          hasDerivAt_exp_smul_const A (0 : ℝ)
+        have h := hasDerivAt_exp_smul_const A (0 : ℝ)
+        simp only [zero_smul, NormedSpace.exp_zero, one_mul] at h
+        exact h
       simp only [hT]
       refine (((hd K).mul_const P).fun_mul (hd (-K))).congr_deriv ?_
```
